# Orthogonality to r₁·r₂ sets the second-order Fock logarithm coefficient to −Z(π−2)/(3π)

Take $t y''-y'=qt$ for $t>0$. The natural guess $y=Bt^2$ fails for $q\neq0$, because the left side annihilates $t^2$. But $y=pt^2\ln t$ gives $2pt$, so $p=q/2$. Here the power that the source calls for already solves the homogeneous equation, which forces a logarithm and fixes its coefficient.

## The coefficient for two electrons

In a singlet S state near the triple collision of two electrons and a fixed nucleus of charge $Z$, the part of $t^2$ is played by $h=\mathbf r_1\cdot\mathbf r_2$. In atomic units, with $R^2=r_1^2+r_2^2$ and $\psi=1$ at the collision, the term $c\,h\ln R^2$ has

$$c=-\frac{Z(\pi-2)}{3\pi}.$$

## Checking a fitted logarithm

A nonrelativistic code for singlet S states of a helium-like atom, with this term in a trial function scaled to 1 at the triple collision, can fix $c$ or compare a fitted value with it: $c\approx-0.2423$ for $Z=2$. If the code uses $\ln R$, the coefficient doubles. A value found by minimising the energy in a finite basis need not equal $c$.

## From the Schrödinger equation to the integrals

Write $\psi=1+\psi_1+\psi_2+\dots$ by order in $R$, with $u=r_{12}$, Coulomb potential $V$, energy $E$ and $\psi_1=-Z(r_1+r_2)+u/2$. At order $R^0$, $-\tfrac12\nabla^2\psi_2+V\psi_1-E=0$.

Put $\psi_2=c\,h\ln R^2+R^2Y$, with $Y$ a function of the angles. Since $\nabla h\cdot\nabla\ln R^2=4h/R^2$, $\nabla^2\ln R^2=8/R^2$ and $\nabla^2h=0$, we get $\nabla^2(h\ln R^2)=16h/R^2$. At $R=1$, $\tfrac12\nabla^2(R^2Y)=V\psi_1-E-8ch$. Both $h$ and $R^2Y$ have degree 2 and $h$ is harmonic, so Green's identity makes the right side orthogonal to $h$. The other independent rotation-invariant harmonic polynomial of degree 2, $r_1^2-r_2^2$, changes sign when the electrons are exchanged, so the symmetric source is already orthogonal to it and it gets no logarithm.

Let $x$ be the cosine of the angle between $\mathbf r_1$ and $\mathbf r_2$. Set $r_1=\cos(\alpha/2)$, $r_2=\sin(\alpha/2)$, $s=\sin\alpha$, $u=\sqrt{1-xs}$ and $h=sx/2$, with weight $s^2$ on $[0,\pi]\times[-1,1]$. The $Z^2$, constant and $E$ terms are odd in $x$ after multiplication by $h$. What remains is $-ZI-8cN=0$, where

$$N=\int h^2=\tfrac14\cdot\tfrac23\cdot\tfrac{3\pi}8=\tfrac{\pi}{16},\qquad I=\int h(r_1+r_2)\Big(\frac{u}{2r_1r_2}+\frac1u\Big).$$

With $x=(1-u^2)/s$, $b=r_1+r_2=\sqrt{1+s}$ and $a=\sqrt{1-s}$, the $x$-integral in $I$ is

$$b\int_a^b(1-u^2)(u^2+s)\,du=\tfrac{2+11s+s^2-8s^3}{15}-|\cos\alpha|\,\tfrac{2+11s+2s^2}{15},$$

using $ab=|\cos\alpha|$. Over $\alpha$ the two parts give $\frac{\pi}{6}+\frac{34}{45}$ and $\frac{49}{45}$, so $I=\frac{\pi-2}{6}$ and $c=-ZI/(8N)$ is the stated value.

## The Lean file

```lean
import Mathlib

open MeasureTheory
open scoped Real Topology

namespace FockLogarithm

noncomputable section

/-- Distance of electron 1 from the nucleus on the unit hypersphere. -/
def r₁ (α : ℝ) : ℝ := Real.cos (α / 2)

/-- Distance of electron 2 from the nucleus on the unit hypersphere. -/
def r₂ (α : ℝ) : ℝ := Real.sin (α / 2)

/-- Interelectronic distance; `x` is the cosine of the angle between the electrons. -/
def r₁₂ (α x : ℝ) : ℝ := Real.sqrt (1 - x * Real.sin α)

/-- The scalar product of the two position vectors, on the unit hypersphere. -/
def harmonic (α x : ℝ) : ℝ := r₁ α * r₂ α * x

/-- Coulomb potential of two electrons and a nucleus of charge `Z`. -/
def potential (Z α x : ℝ) : ℝ := -Z / r₁ α - Z / r₂ α + 1 / r₁₂ α x

/-- First-order term of the Fock expansion, carrying the cusps. -/
def firstOrder (Z α x : ℝ) : ℝ := -Z * (r₁ α + r₂ α) + r₁₂ α x / 2

/-- Integral over the hyperangle and the interelectronic angle with weight `sin² α`. -/
def angularIntegral (f : ℝ → ℝ → ℝ) : ℝ :=
  ∫ α in (0 : ℝ)..π, ∫ x in (-1 : ℝ)..1, f α x * Real.sin α ^ 2

/-- Second-order source on the unit hypersphere, including `-∇²/2` of the
logarithmic term with coefficient `c`. -/
def source (Z E c α x : ℝ) : ℝ :=
  potential Z α x * firstOrder Z α x - E - 8 * c * harmonic α x

/-- The part of the source linear in the nuclear charge, without the factor `-Z`. -/
def crossTerm (α x : ℝ) : ℝ :=
  (r₁ α + r₂ α) * (r₁₂ α x / (2 * r₁ α * r₂ α) + 1 / r₁₂ α x)

/-- A function of the hyperangle that results from integrating over `x`. -/
def profile (α : ℝ) : ℝ :=
  2 / 15 + 11 / 15 * Real.sin α + 1 / 15 * Real.sin α ^ 2 - 8 / 15 * Real.sin α ^ 3
    - |Real.cos α| * (2 / 15 + 11 / 15 * Real.sin α + 2 / 15 * Real.sin α ^ 2)

/-- The Fock logarithmic function `(r₁·r₂) ln(r₁² + r₂²)` in Cartesian coordinates. -/
def logTerm (x₁ y₁ z₁ x₂ y₂ z₂ : ℝ) : ℝ :=
  (x₁ * x₂ + y₁ * y₂ + z₁ * z₂) *
    Real.log (x₁ ^ 2 + y₁ ^ 2 + z₁ ^ 2 + x₂ ^ 2 + y₂ ^ 2 + z₂ ^ 2)

/-- The Laplacian in the six Cartesian coordinates of two electrons. -/
def laplacian (f : ℝ → ℝ → ℝ → ℝ → ℝ → ℝ → ℝ) (x₁ y₁ z₁ x₂ y₂ z₂ : ℝ) : ℝ :=
  deriv (deriv fun t => f t y₁ z₁ x₂ y₂ z₂) x₁ + deriv (deriv fun t => f x₁ t z₁ x₂ y₂ z₂) y₁
  + deriv (deriv fun t => f x₁ y₁ t x₂ y₂ z₂) z₁ + deriv (deriv fun t => f x₁ y₁ z₁ t y₂ z₂) x₂
  + deriv (deriv fun t => f x₁ y₁ z₁ x₂ t z₂) y₂ + deriv (deriv fun t => f x₁ y₁ z₁ x₂ y₂ t) z₂

/-- Second derivative of a linear function times a logarithm, along one coordinate. -/
theorem second_deriv_log (f : ℝ → ℝ) (b d q t ρ h : ℝ) (hρ : ρ ≠ 0)
    (e₁ : t ^ 2 + q = ρ) (e₂ : t * b + d = h)
    (hf : ∀ s, f s = (s * b + d) * Real.log (s ^ 2 + q)) :
    deriv (deriv f) t = (4 * b * t + 2 * h) / ρ - 4 * h * t ^ 2 / ρ ^ 2 := by
  subst e₁ e₂
  have hl : ∀ s : ℝ, HasDerivAt (fun s : ℝ => s ^ 2 + q) (2 * s) s := fun s => by
    simpa using (hasDerivAt_pow 2 s).add_const q
  have hm : ∀ s : ℝ, HasDerivAt (fun s : ℝ => s * b + d) b s := fun s => by
    simpa using ((hasDerivAt_id' s).mul_const b).add_const d
  have hev : deriv f =ᶠ[𝓝 t] fun s =>
      b * Real.log (s ^ 2 + q) + (s * b + d) * (2 * s / (s ^ 2 + q)) := by
    have hc : ContinuousAt (fun s : ℝ => s ^ 2 + q) t := by fun_prop
    filter_upwards [hc.eventually_ne hρ] with s hs
    rw [funext hf]
    exact ((hm s).fun_mul ((hl s).log hs)).deriv
  rw [hev.deriv_eq]
  have h2 := (((hl t).log hρ).const_mul b).fun_add
    ((hm t).fun_mul (((hasDerivAt_id' t).const_mul (2 : ℝ)).fun_div (hl t) hρ))
  refine h2.deriv.trans ?_
  field_simp
  ring

/-- Away from the triple collision, `∇²[(r₁·r₂) ln R²] = 16 (r₁·r₂)/R²`
with `R² = r₁² + r₂²`. -/
theorem laplacian_logTerm (x₁ y₁ z₁ x₂ y₂ z₂ : ℝ)
    (hR : x₁ ^ 2 + y₁ ^ 2 + z₁ ^ 2 + x₂ ^ 2 + y₂ ^ 2 + z₂ ^ 2 ≠ 0) :
    laplacian logTerm x₁ y₁ z₁ x₂ y₂ z₂ = 16 * (x₁ * x₂ + y₁ * y₂ + z₁ * z₂) /
      (x₁ ^ 2 + y₁ ^ 2 + z₁ ^ 2 + x₂ ^ 2 + y₂ ^ 2 + z₂ ^ 2) := by
  obtain ⟨ρ, hρ⟩ : ∃ ρ, ρ = x₁ ^ 2 + y₁ ^ 2 + z₁ ^ 2 + x₂ ^ 2 + y₂ ^ 2 + z₂ ^ 2 := ⟨_, rfl⟩
  obtain ⟨h, hh⟩ : ∃ h, h = x₁ * x₂ + y₁ * y₂ + z₁ * z₂ := ⟨_, rfl⟩
  rw [← hρ] at hR
  have e1 := second_deriv_log (fun t => logTerm t y₁ z₁ x₂ y₂ z₂) x₂ (h - x₁ * x₂)
    (ρ - x₁ ^ 2) x₁ ρ h hR (by ring) (by ring) (by intro s; simp only [logTerm, hρ, hh]; ring_nf)
  have e2 := second_deriv_log (fun t => logTerm x₁ t z₁ x₂ y₂ z₂) y₂ (h - y₁ * y₂)
    (ρ - y₁ ^ 2) y₁ ρ h hR (by ring) (by ring) (by intro s; simp only [logTerm, hρ, hh]; ring_nf)
  have e3 := second_deriv_log (fun t => logTerm x₁ y₁ t x₂ y₂ z₂) z₂ (h - z₁ * z₂)
    (ρ - z₁ ^ 2) z₁ ρ h hR (by ring) (by ring) (by intro s; simp only [logTerm, hρ, hh]; ring_nf)
  have e4 := second_deriv_log (fun t => logTerm x₁ y₁ z₁ t y₂ z₂) x₁ (h - x₁ * x₂)
    (ρ - x₂ ^ 2) x₂ ρ h hR (by ring) (by ring) (by intro s; simp only [logTerm, hρ, hh]; ring_nf)
  have e5 := second_deriv_log (fun t => logTerm x₁ y₁ z₁ x₂ t z₂) y₁ (h - y₁ * y₂)
    (ρ - y₂ ^ 2) y₂ ρ h hR (by ring) (by ring) (by intro s; simp only [logTerm, hρ, hh]; ring_nf)
  have e6 := second_deriv_log (fun t => logTerm x₁ y₁ z₁ x₂ y₂ t) z₁ (h - z₁ * z₂)
    (ρ - z₂ ^ 2) z₂ ρ h hR (by ring) (by ring) (by intro s; simp only [logTerm, hρ, hh]; ring_nf)
  rw [← hρ, ← hh]
  calc laplacian logTerm x₁ y₁ z₁ x₂ y₂ z₂
      = (8 * (x₁ * x₂ + y₁ * y₂ + z₁ * z₂) + 12 * h) / ρ
        - 4 * h * (x₁ ^ 2 + y₁ ^ 2 + z₁ ^ 2 + x₂ ^ 2 + y₂ ^ 2 + z₂ ^ 2) / ρ ^ 2 := by
        unfold laplacian
        rw [e1, e2, e3, e4, e5, e6]
        ring
    _ = 16 * h / ρ := by
        rw [← hρ, ← hh]
        field_simp
        ring

/-- Integrals of functions that agree inside an interval are equal. -/
theorem integral_congr_interior {a b : ℝ} (hab : a ≤ b) {f g : ℝ → ℝ}
    (h : ∀ x ∈ Set.Ioo a b, f x = g x) : ∫ x in a..b, f x = ∫ x in a..b, g x := by
  refine intervalIntegral.integral_congr_ae ?_
  have hne : ∀ᵐ x : ℝ ∂volume, x ≠ b := by simp [ae_iff]
  filter_upwards [hne] with x hx hm
  rw [Set.uIoc_of_le hab] at hm
  exact h x ⟨hm.1, lt_of_le_of_ne hm.2 hx⟩

/-- The integral over the interelectronic angle at fixed `s = sin α`,
including the case `s = 1` where the electrons can coalesce. -/
theorem inner_integral (A D B s : ℝ) (hs : 0 < s) (hs1 : s ≤ 1) :
    ∫ x in (-1 : ℝ)..1, (A * x + D * x ^ 2 +
      B * (x * Real.sqrt (1 - x * s) + s * (x / Real.sqrt (1 - x * s)))) =
    2 * D / 3 + 2 * B / s ^ 2 * ((Real.sqrt (1 + s) ^ 3 - Real.sqrt (1 - s) ^ 3) / 3
      - (Real.sqrt (1 + s) ^ 5 - Real.sqrt (1 - s) ^ 5) / 5
      + s * ((Real.sqrt (1 + s) - Real.sqrt (1 - s))
        - (Real.sqrt (1 + s) ^ 3 - Real.sqrt (1 - s) ^ 3) / 3)) := by
  have hpos : ∀ x ∈ Set.Ioo (-1 : ℝ) 1, 0 < 1 - x * s := fun x hx => by
    nlinarith [mul_pos hs (sub_pos.2 hx.2)]
  have hU : ∀ x ∈ Set.Ioo (-1 : ℝ) 1, HasDerivAt (fun y : ℝ => Real.sqrt (1 - y * s))
      (-s / (2 * Real.sqrt (1 - x * s))) x := fun x hx => by
    have h0 : HasDerivAt (fun y : ℝ => 1 - y * s) (-s) x := by
      simpa using ((hasDerivAt_id' x).mul_const s).const_sub 1
    exact h0.sqrt (hpos x hx).ne'
  -- the inverse distance is integrable, being a nonnegative derivative
  have hinv : IntervalIntegrable (fun x : ℝ => -(-s / (2 * Real.sqrt (1 - x * s))))
      volume (-1) 1 := by
    refine (intervalIntegrable_iff_integrableOn_Ioc_of_le (by norm_num)).2
      (intervalIntegral.integrableOn_deriv_of_nonneg
        (g := fun y : ℝ => -Real.sqrt (1 - y * s)) (by fun_prop)
        (fun x hx => (hU x hx).fun_neg) (fun x _ => ?_))
    rw [neg_div, neg_neg]
    positivity
  have hint : IntervalIntegrable (fun x : ℝ => A * x + D * x ^ 2 +
      B * (x * Real.sqrt (1 - x * s) + s * (x / Real.sqrt (1 - x * s)))) volume (-1) 1 := by
    have h1 : IntervalIntegrable (fun x : ℝ => A * x + D * x ^ 2 +
        B * (x * Real.sqrt (1 - x * s))) volume (-1) 1 :=
      Continuous.intervalIntegrable (by fun_prop) _ _
    have h2 := hinv.continuousOn_mul (g := fun x : ℝ => 2 * B * x) (by fun_prop)
    have he : (fun x : ℝ => A * x + D * x ^ 2 +
        B * (x * Real.sqrt (1 - x * s) + s * (x / Real.sqrt (1 - x * s)))) =
        fun x => (A * x + D * x ^ 2 + B * (x * Real.sqrt (1 - x * s))) +
          2 * B * x * (-(-s / (2 * Real.sqrt (1 - x * s)))) := by
      funext x
      ring
    rw [he]
    exact h1.add h2
  rw [intervalIntegral.integral_eq_sub_of_hasDerivAt_of_le (by norm_num)
    (f := fun y : ℝ => A / 2 * y ^ 2 + D / 3 * y ^ 3 + -(2 * B / s ^ 2) *
      (Real.sqrt (1 - y * s) ^ 3 / 3 - Real.sqrt (1 - y * s) ^ 5 / 5
        + s * (Real.sqrt (1 - y * s) - Real.sqrt (1 - y * s) ^ 3 / 3)))
    (by fun_prop) ?_ hint]
  · have e1 : (1 : ℝ) - 1 * s = 1 - s := by ring
    have e2 : (1 : ℝ) - -1 * s = 1 + s := by ring
    simp only [e1, e2]
    ring
  · intro x hx
    have u := hU x hx
    have hd := (((hasDerivAt_pow 2 x).const_mul (A / 2)).fun_add
      ((hasDerivAt_pow 3 x).const_mul (D / 3))).fun_add
      (((((u.fun_pow 3).div_const 3).fun_sub ((u.fun_pow 5).div_const 5)).fun_add
        ((u.fun_sub ((u.fun_pow 3).div_const 3)).const_mul s)).const_mul (-(2 * B / s ^ 2)))
    refine hd.congr_deriv ?_
    have hp : Real.sqrt (1 - x * s) ≠ 0 := (Real.sqrt_pos.2 (hpos x hx)).ne'
    have hx2 : x = (1 - Real.sqrt (1 - x * s) ^ 2) / s := by
      rw [Real.sq_sqrt (hpos x hx).le]
      field_simp
      ring
    simp only [Nat.reduceSub, Nat.cast_ofNat]
    generalize Real.sqrt (1 - x * s) = U at hp hx2 ⊢
    rw [hx2]
    field_simp
    ring

/-- The hyperangular integral of the profile is `(π - 2)/6`. -/
theorem integral_profile : ∫ α in (0 : ℝ)..π, profile α = (π - 2) / 6 := by
  have hd : ∀ ε t : ℝ, HasDerivAt (fun t : ℝ => t / 6 - Real.sin t * Real.cos t / 30
      - Real.cos t / 5 - 8 / 45 * Real.cos t ^ 3
      + ε * (2 / 15 * Real.sin t + 11 / 30 * Real.sin t ^ 2 + 2 / 45 * Real.sin t ^ 3))
      (2 / 15 + 11 / 15 * Real.sin t + 1 / 15 * Real.sin t ^ 2 - 8 / 15 * Real.sin t ^ 3
      + ε * Real.cos t * (2 / 15 + 11 / 15 * Real.sin t + 2 / 15 * Real.sin t ^ 2)) t := by
    intro ε t
    have hs := Real.hasDerivAt_sin t
    have hc := Real.hasDerivAt_cos t
    have h := (((((hasDerivAt_id' t).div_const 6).fun_sub ((hs.fun_mul hc).div_const 30)).fun_sub
      (hc.div_const 5)).fun_sub ((hc.fun_pow 3).const_mul (8 / 45))).fun_add
      ((((hs.const_mul (2 / 15)).fun_add ((hs.fun_pow 2).const_mul (11 / 30))).fun_add
        ((hs.fun_pow 3).const_mul (2 / 45))).const_mul ε)
    refine h.congr_deriv ?_
    simp only [Nat.reduceSub, Nat.cast_ofNat]
    linear_combination (8 / 15 * Real.sin t - 1 / 30) * Real.sin_sq_add_cos_sq t
  have hc : Continuous profile := by unfold profile; fun_prop
  have hπ := Real.pi_pos
  have h1 := intervalIntegral.integral_eq_sub_of_hasDerivAt (a := 0) (b := π / 2)
    (fun t _ => hd (-1) t) (Continuous.intervalIntegrable (by fun_prop) _ _)
  have h2 := intervalIntegral.integral_eq_sub_of_hasDerivAt (a := π / 2) (b := π)
    (fun t _ => hd 1 t) (Continuous.intervalIntegrable (by fun_prop) _ _)
  -- the cosine changes sign at `π/2`
  have e1 := (integral_congr_interior (f := profile) (by linarith) (fun t ht => by
    have h0 : 0 ≤ Real.cos t := Real.cos_nonneg_of_mem_Icc ⟨by linarith [ht.1], ht.2.le⟩
    simp only [profile, abs_of_nonneg h0]
    ring)).trans h1
  have e2 := (integral_congr_interior (f := profile) (by linarith) (fun t ht => by
    have h0 : Real.cos t ≤ 0 :=
      Real.cos_nonpos_of_pi_div_two_le_of_le ht.1.le (by linarith [ht.2])
    simp only [profile, abs_of_nonpos h0]
    ring)).trans h2
  rw [← intervalIntegral.integral_add_adjacent_intervals (hc.intervalIntegrable 0 (π / 2))
    (hc.intervalIntegrable (π / 2) π), e1, e2]
  simp only [Real.sin_pi_div_two, Real.cos_pi_div_two, Real.sin_zero, Real.cos_zero,
    Real.sin_pi, Real.cos_pi]
  ring

/-- The hyperangular integral of `sin⁴ α` is `3π/8`. -/
theorem integral_sin_four : ∫ α in (0 : ℝ)..π, Real.sin α ^ 4 = 3 * π / 8 := by
  have hd : ∀ t : ℝ, HasDerivAt (fun t : ℝ => 3 / 8 * t - 3 / 8 * (Real.sin t * Real.cos t)
      - 1 / 4 * (Real.sin t ^ 3 * Real.cos t)) (Real.sin t ^ 4) t := by
    intro t
    have hs := Real.hasDerivAt_sin t
    have hc := Real.hasDerivAt_cos t
    have h := (((hasDerivAt_id' t).const_mul (3 / 8)).fun_sub
      ((hs.fun_mul hc).const_mul (3 / 8))).fun_sub
      (((hs.fun_pow 3).fun_mul hc).const_mul (1 / 4))
    refine h.congr_deriv ?_
    simp only [Nat.reduceSub, Nat.cast_ofNat]
    linear_combination (-3 / 8 - 3 / 4 * Real.sin t ^ 2) * Real.sin_sq_add_cos_sq t
  rw [intervalIntegral.integral_eq_sub_of_hasDerivAt (fun t _ => hd t)
    (Continuous.intervalIntegrable (by fun_prop) _ _)]
  simp only [Real.sin_pi, Real.cos_pi, Real.sin_zero, Real.cos_zero]
  ring

/-- Angular integral of any function made of a part linear in `x`, a constant multiple of the
squared harmonic, and a constant multiple of the harmonic times `crossTerm`. -/
theorem angularIntegral_reduced (f : ℝ → ℝ → ℝ) (A : ℝ → ℝ) (d k : ℝ)
    (hf : ∀ α x, 0 < r₁ α → 0 < r₂ α → 0 < r₁₂ α x → Real.sin α = 2 * r₁ α * r₂ α →
      f α x * Real.sin α ^ 2 = A α * x + d * Real.sin α ^ 4 * x ^ 2 +
        k * (Real.sin α ^ 2 * (r₁ α + r₂ α) / 2) *
          (x * r₁₂ α x + Real.sin α * (x / r₁₂ α x))) :
    angularIntegral f = d * (π / 4) + k * ((π - 2) / 6) := by
  have hin : ∀ α ∈ Set.Ioo (0 : ℝ) π, ∫ x in (-1 : ℝ)..1, f α x * Real.sin α ^ 2 =
      2 / 3 * d * Real.sin α ^ 4 + k * profile α := by
    intro α hα
    have hs : 0 < Real.sin α := Real.sin_pos_of_pos_of_lt_pi hα.1 hα.2
    have hs1 := Real.sin_le_one α
    have hp : 0 < r₁ α := Real.cos_pos_of_mem_Ioo ⟨by linarith [hα.1, hα.2], by linarith [hα.2]⟩
    have hq : 0 < r₂ α := Real.sin_pos_of_pos_of_lt_pi (by linarith [hα.1])
      (by linarith [hα.1, hα.2])
    have h2 : Real.sin α = 2 * r₁ α * r₂ α := by
      have h := Real.sin_two_mul (α / 2)
      rw [show 2 * (α / 2) = α by ring] at h
      rw [h, r₁, r₂]
      ring
    have hb : (r₁ α + r₂ α) ^ 2 = 1 + Real.sin α := by
      have h : r₂ α ^ 2 + r₁ α ^ 2 = 1 := Real.sin_sq_add_cos_sq (α / 2)
      rw [h2]
      linear_combination h
    have hsb : Real.sqrt (1 + Real.sin α) = r₁ α + r₂ α := by
      rw [← hb, Real.sqrt_sq (by positivity)]
    have ha : Real.sqrt (1 - Real.sin α) ^ 2 = 1 - Real.sin α := Real.sq_sqrt (by linarith)
    have hab : Real.sqrt (1 - Real.sin α) * (r₁ α + r₂ α) = |Real.cos α| := by
      rw [← hsb, ← Real.sqrt_mul (by linarith), ← Real.sqrt_sq_eq_abs]
      congr 1
      linear_combination -Real.sin_sq_add_cos_sq α
    rw [integral_congr_interior (by norm_num) (fun x hx => hf α x hp hq
      (Real.sqrt_pos.2 (by nlinarith [mul_pos hs (sub_pos.2 hx.2)])) h2)]
    simp only [r₁₂]
    rw [inner_integral _ _ _ _ hs hs1, hsb]
    generalize Real.sqrt (1 - Real.sin α) = a at ha hab ⊢
    generalize r₁ α + r₂ α = b at hb hab ⊢
    -- only even powers and the product `a b = |cos α|` survive
    have key : b * ((b ^ 3 - a ^ 3) / 3 - (b ^ 5 - a ^ 5) / 5
        + Real.sin α * ((b - a) - (b ^ 3 - a ^ 3) / 3)) = profile α := by
      calc _ = ((b ^ 2) ^ 2 - (a * b) * a ^ 2) / 3 - ((b ^ 2) ^ 3 - (a * b) * (a ^ 2) ^ 2) / 5
            + Real.sin α * ((b ^ 2 - a * b) - ((b ^ 2) ^ 2 - (a * b) * a ^ 2) / 3) := by ring
        _ = profile α := by
            rw [hb, ha, hab, profile]
            ring
    rw [← key]
    field_simp
  have hc : Continuous profile := by unfold profile; fun_prop
  unfold angularIntegral
  rw [integral_congr_interior Real.pi_pos.le hin, intervalIntegral.integral_add
    (Continuous.intervalIntegrable (by fun_prop) _ _)
    (Continuous.intervalIntegrable (by fun_prop) _ _),
    intervalIntegral.integral_const_mul, intervalIntegral.integral_const_mul,
    integral_sin_four, integral_profile]
  ring

/-- The overlap of the harmonic with `crossTerm` is `(π - 2)/6`. -/
theorem cross_integral :
    angularIntegral (fun α x => harmonic α x * crossTerm α x) = (π - 2) / 6 := by
  rw [angularIntegral_reduced _ (fun _ => 0) 0 1 ?_]
  · ring
  · intro α x hp hq hu hs
    simp only [harmonic, crossTerm, hs]
    field_simp
    ring

/-- The squared norm of the harmonic is `π/16`. -/
theorem norm_integral : angularIntegral (fun α x => harmonic α x ^ 2) = π / 16 := by
  rw [angularIntegral_reduced _ (fun _ => 0) (1 / 4) 0 ?_]
  · ring
  · intro α x hp hq hu hs
    simp only [harmonic, hs]
    ring

/-- The second-order source is orthogonal to the harmonic `r₁·r₂` exactly when the
coefficient of `(r₁·r₂) ln(r₁² + r₂²)` is `-Z(π - 2)/(3π)`, whatever the energy `E`. -/
theorem fock_log_coefficient (Z E c : ℝ) :
    angularIntegral (fun α x => harmonic α x * source Z E c α x) = 0 ↔
      c = -Z * (π - 2) / (3 * π) := by
  have hπ := Real.pi_pos
  rw [angularIntegral_reduced _ (fun α => Z ^ 2 * (2 * r₁ α * r₂ α) ^ 2 * (r₁ α + r₂ α) ^ 2
    + (2 * r₁ α * r₂ α) ^ 3 / 4 - E * (2 * r₁ α * r₂ α) ^ 3 / 2) (-2 * c) (-Z) ?_,
    eq_div_iff (by positivity)]
  · constructor <;> intro h
    · linear_combination (-6) * h
    · linear_combination (-1 / 6) * h
  · intro α x hp hq hu hs
    simp only [harmonic, source, potential, firstOrder, hs]
    field_simp
    ring

/-- The Fock coefficient is `-Z/8` times the ratio of the cross integral to the norm integral. -/
theorem fock_ratio (Z : ℝ) :
    -Z * angularIntegral (fun α x => harmonic α x * crossTerm α x) /
      (8 * angularIntegral (fun α x => harmonic α x ^ 2)) = -Z * (π - 2) / (3 * π) := by
  have hπ := Real.pi_ne_zero
  rw [cross_integral, norm_integral]
  field_simp
  ring

end

end FockLogarithm
```

```lean
#print axioms FockLogarithm.laplacian_logTerm
#print axioms FockLogarithm.fock_log_coefficient
#print axioms FockLogarithm.fock_ratio
```

```
'FockLogarithm.laplacian_logTerm' depends on axioms: [propext, Classical.choice, Quot.sound]
'FockLogarithm.fock_log_coefficient' depends on axioms: [propext, Classical.choice, Quot.sound]
'FockLogarithm.fock_ratio' depends on axioms: [propext, Classical.choice, Quot.sound]
```

## Orthogonality is proved, the expansion is assumed

`fock_log_coefficient` says that, for all real `Z`, `E` and `c`, the weighted integral of `harmonic` times `source` vanishes exactly when `c` has the stated value. `fock_ratio` gives the same number from $I$ (`cross_integral`) and $N$ (`norm_integral`).

`second_deriv_log` differentiates along one coordinate, and `laplacian_logTerm` sums six such results for $R\neq0$. `inner_integral` uses the antiderivative in $u$ and proves integrability in $x$ even at $s=1$, where the electrons can meet. `integral_profile` splits at $\pi/2$, where $\cos\alpha$ changes sign. `angularIntegral_reduced` combines these two integrals with `integral_sin_four`. Then `cross_integral`, `norm_integral` and `fock_log_coefficient` match their integrands to its form, and the last also solves a linear equation for `c`.

The expansion and $\psi_1$ enter through the definition of `source`, and Green's identity is the informal reason for setting its overlap with `harmonic` to zero; existence of $\psi_2$ and convergence of the series are not addressed. A model that stated the differential equation for $\psi_2$ in six coordinates would derive the orthogonality, at the price of regularity assumptions at the Coulomb singularities.
